# Optical rotation averaged over three cyclic frames depends only on the trace of the electric–magnetic response

Linearly polarised light passes through a solution of chiral molecules, and its plane of polarisation turns. I describe a molecule by a real 3×3 tensor $G$, which couples its electric dipole to the magnetic field of the wave. For a solution I am told that only $\operatorname{tr} G$ matters. But the trace collects elements such as $G_{xx}$, which pair an electric and a magnetic direction that are parallel, while in a light wave the two fields are perpendicular. Shouldn't the wave pick out elements such as $G_{xy}$ instead? And how does a trace, which has no direction, end up rotating anything?

## Parallel components enter when the polarisation changes

The perpendicular fields belong to one and the same polarisation. Rotation needs a coupling between two polarisations, and the magnetic field of one is parallel or antiparallel to the electric field of the other.

Let the light travel along the unit vector $k$, with polarisations $e_1,e_2$ such that $(e_1,e_2,k)$ is orthonormal and right-handed. The magnetic directions are $b_a=k\times e_a$. Take the forward coupling to be
$$M_{ab}=i\,(e_a\cdot G b_b-e_b\cdot G b_a).$$
The first term is an electric dipole driven by the magnetic field, the second a magnetic dipole driven by the electric field. Textbooks often write $G'$ for the real tensor called $G$ here.

**One frame.** Right-handedness gives $b_1=e_2$ and $b_2=-e_1$. In $M_{11}$ and $M_{22}$ the two terms are equal and cancel, so your $G_{xy}$ does appear, but it drops out. The other elements are
$$M_{12}=i(-e_1\cdot Ge_1-e_2\cdot Ge_2)=-i\,(\operatorname{tr}G-k\cdot Gk),\qquad M_{21}=-M_{12}.$$
The last step for $M_{12}$ uses that the diagonal elements of $G$ along any orthonormal triad add up to $\operatorname{tr}G$: if the rows of $R$ are the triad, then $\operatorname{tr}(RGR^T)=\operatorname{tr}(R^TRG)=\operatorname{tr}G$.

**Three frames.** Let each axis of the triad serve once as $k$, in cyclic order. This amounts to three orientations of the molecule relative to a fixed beam. The mean coefficient is
$$\tfrac13\,(3\operatorname{tr}G-\operatorname{tr}G)=\tfrac23\operatorname{tr}G,$$
so from here on $M$ denotes the averaged coupling
$$M=\tfrac23\operatorname{tr}G\begin{pmatrix}0&-i\\ i&0\end{pmatrix}.$$
It is Hermitian, with $M_{12}=-\tfrac{2i}{3}\operatorname{tr}G$. A full average over orientations gives the same coefficient, since $k_ik_j$ averages to $\delta_{ij}/3$ in both cases; that comparison is ordinary tensor algebra and has no theorem below.

**The rotation.** Let $t$ be a real propagation parameter and $\varphi=\tfrac23 t\operatorname{tr}G$. The normalised circular polarisations $(1,\pm i)/\sqrt2$ are eigenvectors of $M$ with eigenvalues $\pm\tfrac23\operatorname{tr}G$, so $e^{-itM}$ multiplies them by $e^{\mp i\varphi}$. Back in the linear basis, the diagonal elements are $(e^{-i\varphi}+e^{i\varphi})/2=\cos\varphi$, the upper right one is $i(e^{i\varphi}-e^{-i\varphi})/2=-\sin\varphi$, and the lower left one is $+\sin\varphi$:
$$e^{-itM}=\begin{pmatrix}\cos\varphi&-\sin\varphi\\ \sin\varphi&\cos\varphi\end{pmatrix}.$$
The direction you were missing comes from the beam: the trace sets the angle, and $k$ supplies the axis.

Two consequences follow. If $\operatorname{tr}G\neq0$, the choice $t=3\pi/(2\operatorname{tr}G)$ gives $\varphi=\pi$ and the matrix $-1$, so $e^{-itM}$ is the identity matrix for all $t$ exactly when $\operatorname{tr}G=0$. The matrix $-1$ only reverses the sign of the field and leaves the polarisation as it was, but at half that $t$ the plane of linearly polarised light has turned by $\pi/2$. So a nonzero trace does produce a visible rotation. Under an improper orthogonal map $S$ of the molecule, $G$ becomes $\det(S)\,SGS^T$, because it links a polar to an axial vector. Its trace changes sign, and so does the rotation.

## A tensor with trace 6

Take the coordinate axes and
$$G=\begin{pmatrix}1&4&0\\0&2&0\\5&0&3\end{pmatrix}.$$
For $k=z$, $e_1=x$, $e_2=y$, we have $b_1=y$ and $b_2=-x$. Then $M_{11}=i(4-4)=0$ and $M_{12}=i(-1-2)=-3i$. The coefficients $\operatorname{tr}G-k\cdot Gk$ for $k=z,x,y$ are $3,5,4$, with mean $4=\tfrac23\cdot6$. At $t=\pi/8$ the plane has turned by $\pi/2$.

Now change the last diagonal element from $3$ to $-3$. The trace vanishes and the coefficients become $3,-1,-2$: each of these three orientations has a coupling, but the mean is zero.

## What the Lean statements say

`G` is a real matrix indexed by `Fin 3`. The hypotheses `R * Rᵀ = 1` and `R.det = 1` make the rows of `R` a right-handed orthonormal triad; `R = 1` gives the coordinate axes. Row indices run over 0, 1, 2 and wrap around, so `R n`, `R (n + 1)`, `R (n + 2)` are $e_1,e_2,k$ in the frame numbered `n`. The polarisation indices 1 and 2 above are 0 and 1 in Lean, and $M_{12}$ is `cyclicAverage G R 0 1`.

`forwardCoupling` is the formula for $M_{ab}$ with its cross products (`⨯₃`) left in place, so the trace is not built into it. Hermiticity is, because the bracket is real and antisymmetric in $a,b$. For two polarisations this also makes $M$ a real multiple of the matrix with rows $(0,-i)$ and $(i,0)$, so $e^{-itM}$ is a plane rotation for any $G$; what has to be proved is its angle. `cyclicAverage` is the mean over the three frames, and `NormedSpace.exp` is the matrix exponential. `planeRotation` acts on components along $(e_1,e_2)$, and a positive angle turns $e_1$ towards $e_2$.

The main theorem, `optical_rotation`, states Hermiticity, the value of $M_{12}$ and the rotation for every real `t`, for every real `G` and every such triad. The eigenvectors in `circular_eigenvectors` are unnormalised.

The step from this model to a sample is that the forward field evolves by $e^{-itM}$ with the averaged $M$, where $t$ is not clock time but contains path length, number density, the frequency of the light and constants. The formula for $M_{ab}$ is likewise a definition, not derived from molecular QED. It leaves out absorption, and also the electric-dipole polarisability and electric-quadrupole terms, which matter for a single orientation. Within this lossless, single-frequency model, the trace is what an electronic-structure calculation of $G$ has to supply for the averaged rotation.

```lean
import Mathlib

open Matrix Complex

namespace ForwardOpticalRotation

noncomputable section

/-- The forward coupling `M_ab = i (e_a · G b_b - e_b · G b_a)` between two polarisations
`e₁, e₂` of light travelling along `k`, with magnetic directions `b_a = k × e_a`. -/
def forwardCoupling (G : Matrix (Fin 3) (Fin 3) ℝ) (e₁ e₂ k : Fin 3 → ℝ) :
    Matrix (Fin 2) (Fin 2) ℂ :=
  Matrix.of fun a b => I * (((![e₁, e₂] a) ⬝ᵥ (G *ᵥ (k ⨯₃ (![e₁, e₂] b)))
    - (![e₁, e₂] b) ⬝ᵥ (G *ᵥ (k ⨯₃ (![e₁, e₂] a))) : ℝ) : ℂ)

/-- The mean of the forward coupling over the three cyclic frames `(e₁, e₂, k)` formed from
the rows of `R`. -/
def cyclicAverage (G R : Matrix (Fin 3) (Fin 3) ℝ) : Matrix (Fin 2) (Fin 2) ℂ :=
  (1 / 3 : ℂ) • ∑ n : Fin 3, forwardCoupling G (R n) (R (n + 1)) (R (n + 2))

/-- Rotation of the polarisation plane by the angle `φ`. -/
def planeRotation (φ : ℝ) : Matrix (Fin 2) (Fin 2) ℂ :=
  !![(Real.cos φ : ℂ), -(Real.sin φ : ℂ); (Real.sin φ : ℂ), (Real.cos φ : ℂ)]

/-- The image of the response tensor `G` under a spatial map `S`, as a pseudotensor:
`det S` times `S G Sᵀ`. -/
def spatialImage (S G : Matrix (Fin 3) (Fin 3) ℝ) : Matrix (Fin 3) (Fin 3) ℝ :=
  S.det • (S * G * Sᵀ)

/-- In a right-handed orthonormal triad `(e₁, e₂, k)`, taken cyclically from the rows of a
proper rotation matrix, `k × e₁ = e₂` and `k × e₂ = -e₁`. -/
theorem magnetic_directions {R : Matrix (Fin 3) (Fin 3) ℝ} (hR : R * Rᵀ = 1)
    (hdet : R.det = 1) (n : Fin 3) :
    (R (n + 2)) ⨯₃ (R n) = R (n + 1) ∧ (R (n + 2)) ⨯₃ (R (n + 1)) = -(R n) := by
  -- the adjugate of a proper rotation is its transpose
  have hadj : Rᵀ = R.adjugate := by
    calc Rᵀ = (R.adjugate * R) * Rᵀ := by rw [Matrix.adjugate_mul, hdet, one_smul, one_mul]
      _ = R.adjugate := by rw [Matrix.mul_assoc, hR, mul_one]
  have h : ∀ i j, R i j = R.adjugate j i := fun i j => congrFun (congrFun hadj j) i
  have h00 := h 0 0
  have h01 := h 0 1
  have h02 := h 0 2
  have h10 := h 1 0
  have h11 := h 1 1
  have h12 := h 1 2
  have h20 := h 2 0
  have h21 := h 2 1
  have h22 := h 2 2
  simp [Matrix.adjugate_fin_three] at h00 h01 h02 h10 h11 h12 h20 h21 h22
  constructor <;> ext j <;> fin_cases n <;> fin_cases j <;> simp [cross_apply] <;> linarith

/-- The diagonal elements of `G` along the three axes of an orthonormal triad add up to the
trace of `G`. -/
theorem trace_along_triad (G : Matrix (Fin 3) (Fin 3) ℝ) {R : Matrix (Fin 3) (Fin 3) ℝ}
    (hR : R * Rᵀ = 1) (n : Fin 3) :
    R n ⬝ᵥ (G *ᵥ R n) + R (n + 1) ⬝ᵥ (G *ᵥ R (n + 1)) + R (n + 2) ⬝ᵥ (G *ᵥ R (n + 2))
      = G.trace := by
  have hcyc : ∀ f : Fin 3 → ℝ, f n + f (n + 1) + f (n + 2) = ∑ i, f i := by
    intro f
    rw [Fin.sum_univ_three]
    fin_cases n <;> simp <;> ring
  have ht : (R * G * Rᵀ).trace = G.trace := by
    rw [Matrix.trace_mul_comm, ← Matrix.mul_assoc, mul_eq_one_comm.mp hR, one_mul]
  rw [hcyc fun i => R i ⬝ᵥ (G *ᵥ R i), ← ht, Matrix.trace]
  refine Finset.sum_congr rfl fun i _ => ?_
  simp only [Matrix.diag_apply, Matrix.mul_apply, Matrix.transpose_apply, dotProduct,
    Matrix.mulVec, Fin.sum_univ_three]
  ring

/-- For one right-handed orthonormal frame the forward coupling is `tr G - k · G k` times
the matrix with rows `(0, -i)` and `(i, 0)`. -/
theorem forwardCoupling_frame (G : Matrix (Fin 3) (Fin 3) ℝ) {R : Matrix (Fin 3) (Fin 3) ℝ}
    (hR : R * Rᵀ = 1) (hdet : R.det = 1) (n : Fin 3) :
    forwardCoupling G (R n) (R (n + 1)) (R (n + 2))
      = ((G.trace - R (n + 2) ⬝ᵥ (G *ᵥ R (n + 2)) : ℝ) : ℂ) • !![0, -I; I, 0] := by
  obtain ⟨h1, h2⟩ := magnetic_directions hR hdet n
  rw [← trace_along_triad G hR n]
  ext i j
  fin_cases i <;> fin_cases j <;>
    simp [forwardCoupling, h1, h2, Matrix.mulVec_neg, dotProduct_neg] <;> ring

/-- The cyclic average over a right-handed orthonormal triad depends on `G` only through its
trace, and not on the triad. -/
theorem cyclicAverage_eq (G : Matrix (Fin 3) (Fin 3) ℝ) {R : Matrix (Fin 3) (Fin 3) ℝ}
    (hR : R * Rᵀ = 1) (hdet : R.det = 1) :
    cyclicAverage G R = ((2 / 3 * G.trace : ℝ) : ℂ) • !![0, -I; I, 0] := by
  have hs : ∑ n : Fin 3, (G.trace - R (n + 2) ⬝ᵥ (G *ᵥ R (n + 2))) = 2 * G.trace := by
    have h : R 0 ⬝ᵥ (G *ᵥ R 0) + R 1 ⬝ᵥ (G *ᵥ R 1) + R 2 ⬝ᵥ (G *ᵥ R 2) = G.trace :=
      trace_along_triad G hR 0
    rw [Fin.sum_univ_three]
    change (G.trace - R 2 ⬝ᵥ (G *ᵥ R 2)) + (G.trace - R 0 ⬝ᵥ (G *ᵥ R 0))
      + (G.trace - R 1 ⬝ᵥ (G *ᵥ R 1)) = _
    linarith
  unfold cyclicAverage
  simp_rw [forwardCoupling_frame G hR hdet]
  rw [← Finset.sum_smul, smul_smul, ← Complex.ofReal_sum, hs]
  congr 1
  push_cast
  ring

/-- The exponential of the generator with rows `(0, -φ)` and `(φ, 0)` is the plane rotation
by `φ`. -/
theorem exp_generator (φ : ℝ) :
    NormedSpace.exp !![0, -(φ : ℂ); (φ : ℂ), 0] = planeRotation φ := by
  -- the columns of P are the two circular polarisations
  let P : Matrix (Fin 2) (Fin 2) ℂ := !![1, 1; I, -I]
  let Q : Matrix (Fin 2) (Fin 2) ℂ := !![1 / 2, -I / 2; 1 / 2, I / 2]
  have hd : ∀ a b : ℂ, P * diagonal ![a, b] * Q
      = !![(a + b) / 2, (b - a) * I / 2; (a - b) * I / 2, (a + b) / 2] := by
    intro a b
    have hD : diagonal ![a, b] = !![a, 0; 0, b] := by
      ext i j
      fin_cases i <;> fin_cases j <;> rfl
    rw [hD]
    change (!![1, 1; I, -I] * !![a, 0; 0, b] * !![1 / 2, -I / 2; 1 / 2, I / 2] :
      Matrix (Fin 2) (Fin 2) ℂ) = _
    rw [Matrix.mul_fin_two, Matrix.mul_fin_two]
    ext i j
    fin_cases i <;> fin_cases j
    · change (1 * a + 1 * 0) * (1 / 2) + (1 * 0 + 1 * b) * (1 / 2) = (a + b) / 2
      ring
    · change (1 * a + 1 * 0) * (-I / 2) + (1 * 0 + 1 * b) * (I / 2) = (b - a) * I / 2
      ring
    · change (I * a + -I * 0) * (1 / 2) + (I * 0 + -I * b) * (1 / 2) = (a - b) * I / 2
      ring
    · change (I * a + -I * 0) * (-I / 2) + (I * 0 + -I * b) * (I / 2) = (a + b) / 2
      linear_combination (-(a + b) / 2) * Complex.I_sq
  have hPQ : P * Q = 1 := by
    change (!![1, 1; I, -I] * !![1 / 2, -I / 2; 1 / 2, I / 2] :
      Matrix (Fin 2) (Fin 2) ℂ) = 1
    rw [Matrix.mul_fin_two, Matrix.one_fin_two]
    ext i j
    fin_cases i <;> fin_cases j
    · change (1 * (1 / 2) + 1 * (1 / 2) : ℂ) = 1
      ring
    · change 1 * (-I / 2) + 1 * (I / 2) = 0
      ring
    · change I * (1 / 2) + -I * (1 / 2) = 0
      ring
    · change I * (-I / 2) + -I * (I / 2) = 1
      linear_combination (-1 : ℂ) * Complex.I_sq
  have hv : NormedSpace.exp (![-(φ * I), φ * I] : Fin 2 → ℂ)
      = ![Complex.exp (-(φ * I)), Complex.exp (φ * I)] := by
    ext i
    fin_cases i <;> simp [Complex.exp_eq_exp_ℂ]
  have key : NormedSpace.exp (P * diagonal ![-(φ * I), φ * I] * Q)
      = P * NormedSpace.exp (diagonal ![-(φ * I), φ * I]) * Q :=
    Matrix.exp_units_conj ⟨P, Q, hPQ, mul_eq_one_comm.mp hPQ⟩ _
  have e0 : (-(φ * I) + φ * I) / 2 = 0 := by ring
  have e1 : (φ * I - -(φ * I)) * I / 2 = -(φ : ℂ) := by
    linear_combination (φ : ℂ) * Complex.I_sq
  have e2 : (-(φ * I) - φ * I) * I / 2 = (φ : ℂ) := by
    linear_combination -(φ : ℂ) * Complex.I_sq
  rw [Matrix.exp_diagonal, hv, hd, hd, e0, e1, e2] at key
  -- Euler's formula for the two circular phases
  have hp : Complex.exp (φ * I) = Complex.cos φ + Complex.sin φ * I := Complex.exp_mul_I _
  have hm : Complex.exp (-(φ * I)) = Complex.cos φ - Complex.sin φ * I := by
    rw [← neg_mul, Complex.exp_mul_I, Complex.cos_neg, Complex.sin_neg]
    ring
  have c0 : (Complex.exp (-(φ * I)) + Complex.exp (φ * I)) / 2 = Complex.cos φ := by
    rw [hp, hm]
    ring
  have c1 : (Complex.exp (φ * I) - Complex.exp (-(φ * I))) * I / 2 = -Complex.sin φ := by
    rw [hp, hm]
    linear_combination Complex.sin φ * Complex.I_sq
  have c2 : (Complex.exp (-(φ * I)) - Complex.exp (φ * I)) * I / 2 = Complex.sin φ := by
    rw [hp, hm]
    linear_combination -Complex.sin φ * Complex.I_sq
  rw [key, c0, c1, c2, planeRotation, Complex.ofReal_cos, Complex.ofReal_sin]

/-- Optical rotation as forward scattering: averaged over the cyclic frames of a right-handed
orthonormal triad, the coupling `M` is Hermitian with `M₁₂ = -(2i/3) tr G`, and `exp(-itM)`
rotates the polarisation plane by `2 t tr(G) / 3`. -/
theorem optical_rotation (G : Matrix (Fin 3) (Fin 3) ℝ) {R : Matrix (Fin 3) (Fin 3) ℝ}
    (hR : R * Rᵀ = 1) (hdet : R.det = 1) :
    (cyclicAverage G R).IsHermitian ∧
    cyclicAverage G R 0 1 = -(2 * I / 3) * (G.trace : ℂ) ∧
    ∀ t : ℝ, NormedSpace.exp ((-(I * t)) • cyclicAverage G R)
      = planeRotation (2 * t * G.trace / 3) := by
  rw [cyclicAverage_eq G hR hdet]
  refine ⟨?_, ?_, fun t => ?_⟩
  · ext i j
    fin_cases i <;> fin_cases j <;> simp [Matrix.conjTranspose_apply]
  · simp
    ring
  · rw [← exp_generator]
    congr 1
    ext i j
    fin_cases i <;> fin_cases j <;> simp <;> ring_nf <;> simp only [Complex.I_sq] <;> ring

/-- The circular polarisations `(1, i)` and `(1, -i)` are eigenvectors of the averaged
coupling of a right-handed orthonormal triad, with eigenvalues `±(2/3) tr G`. -/
theorem circular_eigenvectors (G : Matrix (Fin 3) (Fin 3) ℝ) {R : Matrix (Fin 3) (Fin 3) ℝ}
    (hR : R * Rᵀ = 1) (hdet : R.det = 1) :
    cyclicAverage G R *ᵥ ![1, I] = ((2 / 3 * G.trace : ℝ) : ℂ) • ![1, I] ∧
    cyclicAverage G R *ᵥ ![1, -I] = (-(2 / 3 * G.trace : ℝ) : ℂ) • ![1, -I] := by
  rw [cyclicAverage_eq G hR hdet, Matrix.smul_mulVec, Matrix.smul_mulVec]
  constructor <;> ext i <;> fin_cases i <;> simp

/-- For the averaged coupling `M` of a right-handed orthonormal triad, `exp(-itM)` is the identity
matrix for all real `t` exactly when `G` has zero trace. -/
theorem no_rotation_iff (G : Matrix (Fin 3) (Fin 3) ℝ) {R : Matrix (Fin 3) (Fin 3) ℝ}
    (hR : R * Rᵀ = 1) (hdet : R.det = 1) :
    (∀ t : ℝ, NormedSpace.exp ((-(I * t)) • cyclicAverage G R) = 1) ↔ G.trace = 0 := by
  constructor
  · intro h
    by_contra hG
    -- choose t so that the rotation angle is π
    have ht := h (3 * Real.pi / (2 * G.trace))
    have hφ : 2 * (3 * Real.pi / (2 * G.trace)) * G.trace / 3 = Real.pi := by
      field_simp
    rw [(optical_rotation G hR hdet).2.2, hφ] at ht
    have h00 : ((Real.cos Real.pi : ℝ) : ℂ) = 1 := congrFun (congrFun ht 0) 0
    rw [Real.cos_pi] at h00
    norm_num at h00
  · intro hG t
    rw [(optical_rotation G hR hdet).2.2, hG, Matrix.one_fin_two]
    simp [planeRotation]

/-- Replacing `G` by its image under an improper orthogonal map `S` reverses the optical
rotation averaged over a right-handed orthonormal triad. -/
theorem mirror_image_rotation (G : Matrix (Fin 3) (Fin 3) ℝ)
    {R S : Matrix (Fin 3) (Fin 3) ℝ} (hR : R * Rᵀ = 1) (hdet : R.det = 1)
    (hS : S * Sᵀ = 1) (hSdet : S.det = -1) (t : ℝ) :
    NormedSpace.exp ((-(I * t)) • cyclicAverage (spatialImage S G) R)
      = planeRotation (-(2 * t * G.trace / 3)) := by
  have ht : (spatialImage S G).trace = -G.trace := by
    rw [spatialImage, hSdet, Matrix.trace_smul, Matrix.trace_mul_comm, ← Matrix.mul_assoc,
      mul_eq_one_comm.mp hS, one_mul, smul_eq_mul, neg_one_mul]
  rw [(optical_rotation _ hR hdet).2.2, ht]
  congr 1
  ring

end

end ForwardOpticalRotation
```

```lean
#print axioms ForwardOpticalRotation.optical_rotation
#print axioms ForwardOpticalRotation.circular_eigenvectors
#print axioms ForwardOpticalRotation.no_rotation_iff
#print axioms ForwardOpticalRotation.mirror_image_rotation
```

```
'ForwardOpticalRotation.optical_rotation' depends on axioms: [propext, Classical.choice, Quot.sound]
'ForwardOpticalRotation.circular_eigenvectors' depends on axioms: [propext, Classical.choice, Quot.sound]
'ForwardOpticalRotation.no_rotation_iff' depends on axioms: [propext, Classical.choice, Quot.sound]
'ForwardOpticalRotation.mirror_image_rotation' depends on axioms: [propext, Classical.choice, Quot.sound]
```

## From cross products to the matrix exponential

`magnetic_directions` proves $b_1=e_2$ and $b_2=-e_1$. For a proper rotation the transpose equals the adjugate (`hadj`), whose entries are the components of cross products of rows. The nine resulting equations settle each component in each cyclic frame through `linarith`.

`trace_along_triad` is the trace identity above. Its auxiliary fact `hcyc` says that a sum taken cyclically from any starting row is the full sum, and `Matrix.trace_mul_comm` moves the rotation around inside the trace.

`forwardCoupling_frame` inserts both results and compares the four matrix elements, which gives the single-frame coupling. `cyclicAverage_eq` adds the three coefficients to $2\operatorname{tr}G$ and divides by three.

`exp_generator` carries out the change to the circular basis. The columns of `P` are $(1,i)$ and $(1,-i)$, and `Q` is its inverse. `Matrix.exp_units_conj` takes the exponential through the change of basis, `Matrix.exp_diagonal` reduces it to the two phases, and Euler's formula turns these into cosine and sine. In `optical_rotation` it then remains to check that $-itM$ is the generator with rows $(0,-\varphi)$ and $(\varphi,0)$.

The last three theorems build on this. `circular_eigenvectors` multiplies the averaged matrix into the two vectors. `no_rotation_iff` uses the half-turn at $t=3\pi/(2\operatorname{tr}G)$ for one direction and $\varphi=0$ for the other. `mirror_image_rotation` shows that `spatialImage S G` has trace $-\operatorname{tr}G$ and applies `optical_rotation` to it, with the triad `R` held fixed.
